# Sorting the crossing bands ±cos k gives Fourier coefficients at every even R, while their Bloch matrix needs only R = ±1

Suppose two bands cross with different slopes, and you sort the eigenvalues at each \(k\) and keep finitely many terms of each sorted band's Fourier series. The sorted bands have kinks at the crossing. A truncated Fourier series is smooth, so it rounds the kinks off and, for the bands \(\pm\cos k\) studied here, opens a false gap. This sheet compares that procedure with interpolating the matrix, for one non-interacting two-band model in one dimension.

The lattice constant is 1, and energies are in units of half the bandwidth. The Bloch matrix, `blochH`, is \(H(k)=\mathrm{diag}(\cos k,-\cos k)\), written in a basis where it is already smooth; finding such a basis for a real material is a separate task.

```lean
import Mathlib

open scoped Real
open Complex (I)

namespace WannierBandCrossing

noncomputable section

/-- The Bloch Hamiltonian of two crossing bands, `diag(cos k, -cos k)`. -/
def blochH (k : ℝ) : Matrix (Fin 2) (Fin 2) ℂ :=
  !![(Real.cos k : ℂ), 0; 0, -(Real.cos k : ℂ)]
```

The sorted upper band is \(u(k)=|\cos k|\).

```lean
/-- The sorted upper band `|cos k|`. -/
def upperBand (k : ℝ) : ℝ := |Real.cos k|
```

For an integer lattice vector \(R\), write
\[ c_R[f]=\frac1{2\pi}\int_{-\pi}^{\pi} f(k)\,e^{-iRk}\,dk . \]
This is an integral over the whole zone, not a sum over a finite mesh.

```lean
/-- The Fourier coefficient of a function on the Brillouin zone at the lattice vector `R`. -/
def latticeCoeff (f : ℝ → ℂ) (R : ℤ) : ℂ :=
  1 / (2 * (π : ℂ)) * ∫ k in (-π)..π, f k * Complex.exp (-(I * R * k))
```

Applied to each entry of \(H(k)\), it gives the hopping matrix \(H_R\), `hopping R`.

```lean
/-- The hopping matrix at `R`: the entrywise Fourier coefficient of the Bloch Hamiltonian. -/
def hopping (R : ℤ) : Matrix (Fin 2) (Fin 2) ℂ :=
  Matrix.of fun i j => latticeCoeff (fun k => blochH k i j) R
```

The last definition is a function \(P_R(k)\), used from (c) on.

```lean
/-- A primitive of `cos k * exp (-i R k)`, for `R` different from `1` and `-1`. -/
def bandPrimitive (R : ℤ) (k : ℝ) : ℂ :=
  Complex.exp (-(I * R * k)) * (Complex.sin k - I * R * Complex.cos k) / (1 - (R : ℂ) ^ 2)
```

### (a) The top eigenvalue

Show that the greatest real \(E\) with \(H(k)v=Ev\) for some \(v\neq0\) is
\[ E_{\max}=|\cos k| . \]

If \(\cos k\ge0\), the vector \((1,0)\) has eigenvalue \(\cos k=|\cos k|\); if \(\cos k\le0\), \((0,1)\) has eigenvalue \(-\cos k=|\cos k|\). Conversely, \(\cos k\,v_0=Ev_0\) and \(-\cos k\,v_1=Ev_1\). One component is nonzero, so \(E=\pm\cos k\le|\cos k|\). `IsGreatest` demands both halves, and the split on `v 0 = 0` selects the nonzero component.

```lean
/-- The sorted upper band is the greatest real eigenvalue of the Bloch Hamiltonian. -/
theorem upperBand_isGreatest (k : ℝ) :
    IsGreatest {E : ℝ | ∃ v : Fin 2 → ℂ, v ≠ 0 ∧ (blochH k).mulVec v = (E : ℂ) • v}
      (upperBand k) := by
  constructor
  · rcases le_total 0 (Real.cos k) with h | h
    · rw [upperBand, abs_of_nonneg h]
      refine ⟨![1, 0], fun h0 => by simpa using congrFun h0 0, ?_⟩
      ext i
      fin_cases i <;> simp [blochH, Matrix.mulVec, dotProduct, Fin.sum_univ_two]
    · rw [upperBand, abs_of_nonpos h]
      refine ⟨![0, 1], fun h0 => by simpa using congrFun h0 1, ?_⟩
      ext i
      fin_cases i <;> simp [blochH, Matrix.mulVec, dotProduct, Fin.sum_univ_two]
  · rintro E ⟨v, hv, hE⟩
    have h0 : (Real.cos k : ℂ) * v 0 = E * v 0 := by
      simpa [blochH, Matrix.mulVec, dotProduct, Fin.sum_univ_two] using congrFun hE 0
    have h1 : -(Real.cos k : ℂ) * v 1 = E * v 1 := by
      simpa [blochH, Matrix.mulVec, dotProduct, Fin.sum_univ_two] using congrFun hE 1
    by_cases hz : v 0 = 0
    · have hz1 : v 1 ≠ 0 := fun h => hv (by ext i; fin_cases i <;> simp [hz, h])
      have he : -(Real.cos k) = E := by exact_mod_cast mul_right_cancel₀ hz1 h1
      rw [← he]
      exact neg_le_abs _
    · have he : Real.cos k = E := by exact_mod_cast mul_right_cancel₀ hz h0
      rw [← he]
      exact le_abs_self _
```

### (b) Derivative of the phase

Show, for complex \(z\), that
\[ \frac{d}{dz}e^{-iRz}=-iR\,e^{-iRz}. \]

This is the chain rule. Later parts restrict it to real \(k\) with `comp_ofReal`.

```lean
/-- The derivative of the lattice phase `exp (-i R z)`. -/
theorem hasDerivAt_phase (R : ℤ) (z : ℂ) :
    HasDerivAt (fun z : ℂ => Complex.exp (-(I * R * z)))
      (Complex.exp (-(I * R * z)) * (-(I * R))) z :=
  (((hasDerivAt_id' z).const_mul (I * (R : ℂ))).fun_neg.cexp).congr_deriv (by rw [mul_one])
```

### (c) Integrating the cosine against a phase

For \(R\neq\pm1\) and any real \(a,b\), show that
\[ \int_a^b\cos k\,e^{-iRk}dk=P_R(b)-P_R(a),\qquad P_R(k)=\frac{e^{-iRk}(\sin k-iR\cos k)}{1-R^2}. \]

The numerator of \(P_R\) has derivative
\[ e^{-iRk}\left[-iR\sin k-R^2\cos k+\cos k+iR\sin k\right]=(1-R^2)\cos k\,e^{-iRk}. \]
Divide by \(1-R^2\neq0\) and apply the fundamental theorem of calculus. The final `linear_combination` supplies \(i^2=-1\).

The condition on \(R\) matters: at \(R=1\) the integral over the zone is \(\pi\), but Lean's division by zero would make the right side 0.

```lean
/-- The integral of `cos k * exp (-i R k)` over any interval, for `R` other than `1` and `-1`. -/
theorem integral_cos_phase (R : ℤ) (hR : ¬(R = 1 ∨ R = -1)) (a b : ℝ) :
    ∫ k in a..b, (Real.cos k : ℂ) * Complex.exp (-(I * R * k)) =
      bandPrimitive R b - bandPrimitive R a := by
  have hne : (1 : ℂ) - (R : ℂ) ^ 2 ≠ 0 := by
    intro h
    have h1 : (1 : ℤ) - R ^ 2 = 0 := by exact_mod_cast h
    have h2 : (1 - R) * (1 + R) = 0 := by linear_combination h1
    rcases mul_eq_zero.mp h2 with h3 | h3 <;> omega
  refine intervalIntegral.integral_eq_sub_of_hasDerivAt (fun k _ => ?_)
    (Continuous.intervalIntegrable (by fun_prop) _ _)
  have h := (((hasDerivAt_phase R k).fun_mul ((Complex.hasDerivAt_sin (k : ℂ)).fun_sub
    ((Complex.hasDerivAt_cos (k : ℂ)).const_mul (I * (R : ℂ))))).div_const
      (1 - (R : ℂ) ^ 2)).comp_ofReal
  refine h.congr_deriv ?_
  rw [div_eq_iff hne, Complex.ofReal_cos]
  linear_combination Complex.exp (-(I * R * k)) * (R : ℂ) ^ 2 * Complex.cos k * Complex.I_sq
```

### (d) Coefficients of the smooth band

Show that
\[ c_R[\cos]=\tfrac12\ \text{ for } R=\pm1,\qquad c_R[\cos]=0\ \text{ otherwise.} \]

For \(R=\pm1\), \(e^{iRk}=\cos k+iR\sin k\), hence \(1=e^{-iRk}(\cos k+iR\sin k)\), which is `hid`. Therefore
\[ \frac{d}{dk}\,\frac{k+\sin k\,e^{-iRk}}2=\frac{1+e^{-iRk}(\cos k-iR\sin k)}2=\cos k\,e^{-iRk}. \]
Since \(\sin(\pm\pi)=0\), the integral is \(\pi\) and the coefficient is \(1/2\). For other \(R\), \(e^{-iR\pi}=e^{iR\pi}\) gives \(P_R(\pi)=P_R(-\pi)\), so (c) yields zero.

```lean
/-- The smooth band `cos k` has coefficient `1/2` at `R = 1` and `R = -1`, and zero elsewhere. -/
theorem latticeCoeff_cos (R : ℤ) :
    latticeCoeff (fun k => (Real.cos k : ℂ)) R = if R = 1 ∨ R = -1 then 1 / 2 else 0 := by
  have hpi : (π : ℂ) ≠ 0 := by exact_mod_cast Real.pi_ne_zero
  split_ifs with h
  · have hid (k : ℝ) : Complex.exp (-(I * R * k)) *
        (Complex.cos k + I * R * Complex.sin k) = 1 := by
      have he : Complex.cos k + I * R * Complex.sin k = Complex.exp (I * R * k) := by
        rcases h with rfl | rfl
        · rw [show I * ((1 : ℤ) : ℂ) * (k : ℂ) = k * I by push_cast; ring, Complex.exp_mul_I]
          push_cast
          ring
        · rw [show I * ((-1 : ℤ) : ℂ) * (k : ℂ) = (-k) * I by push_cast; ring,
            Complex.exp_mul_I, Complex.cos_neg, Complex.sin_neg]
          push_cast
          ring
      rw [he, ← Complex.exp_add, neg_add_cancel, Complex.exp_zero]
    -- here the primitive is `(k + sin k * exp (-i R k)) / 2`
    have hd (k : ℝ) : HasDerivAt
        (fun k : ℝ => ((k : ℂ) + Complex.sin k * Complex.exp (-(I * R * k))) / 2)
        ((Real.cos k : ℂ) * Complex.exp (-(I * R * k))) k := by
      refine ((((hasDerivAt_id' (k : ℂ)).fun_add ((Complex.hasDerivAt_sin (k : ℂ)).fun_mul
        (hasDerivAt_phase R k))).div_const 2).comp_ofReal).congr_deriv ?_
      rw [Complex.ofReal_cos]
      linear_combination (-1 / 2) * hid k
    have hI : ∫ k in (-π)..π, (Real.cos k : ℂ) * Complex.exp (-(I * R * k)) = π := by
      rw [intervalIntegral.integral_eq_sub_of_hasDerivAt (fun k _ => hd k)
        (Continuous.intervalIntegrable (by fun_prop) _ _)]
      simp only [Complex.ofReal_neg, Complex.sin_neg, Complex.sin_pi]
      ring
    rw [latticeCoeff, hI]
    field_simp
  · have he : Complex.exp (-(I * R * (π : ℝ))) = Complex.exp (-(I * R * ((-π : ℝ) : ℂ))) :=
      Complex.exp_eq_exp_iff_exists_int.mpr ⟨-R, by push_cast; ring⟩
    rw [latticeCoeff, integral_cos_phase R h, bandPrimitive, bandPrimitive, he]
    simp
```

### (e) Hopping matrices

Show that
\[ H_{\pm1}=\mathrm{diag}(\tfrac12,-\tfrac12),\qquad H_R=0\ \text{ otherwise.} \]

The off-diagonal entries integrate to zero. The diagonal ones are \(\pm c_R[\cos]\), known from (d).

```lean
/-- The hopping matrix is `diag(1/2, -1/2)` at `R = 1` and `R = -1`, and zero elsewhere. -/
theorem hopping_eq (R : ℤ) :
    hopping R = if R = 1 ∨ R = -1 then !![1 / 2, 0; 0, -(1 / 2)] else 0 := by
  have h : hopping R = !![latticeCoeff (fun k => (Real.cos k : ℂ)) R, 0;
      0, -latticeCoeff (fun k => (Real.cos k : ℂ)) R] := by
    ext i j
    fin_cases i <;> fin_cases j <;> simp [hopping, blochH, latticeCoeff]
  rw [h, latticeCoeff_cos]
  split_ifs
  · rfl
  · ext i j
    fin_cases i <;> fin_cases j <;> simp
```

### (f) Rebuilding the Bloch matrix

Show that, at every \(k\),
\[ H(k)=e^{ik}H_1+e^{-ik}H_{-1}. \]

Insert (e) and use \(\cos k=(e^{ik}+e^{-ik})/2\). A Wannier interpolation code follows this order: it sums \(e^{ikR}H_R\) at each fine-mesh \(k\), then diagonalises. Sorting comes last.

```lean
/-- The two hopping matrices at `R = 1` and `R = -1` rebuild the Bloch Hamiltonian at every `k`. -/
theorem interpolation_exact (k : ℝ) :
    blochH k = Complex.exp (I * k) • hopping 1 + Complex.exp (-(I * k)) • hopping (-1) := by
  have hc : (Real.cos k : ℂ) = (Complex.exp (I * k) + Complex.exp (-(I * k))) / 2 := by
    rw [Complex.ofReal_cos, Complex.cos, neg_mul, mul_comm I]
  have h1 : hopping 1 = !![1 / 2, 0; 0, -(1 / 2)] :=
    (hopping_eq 1).trans (if_pos (Or.inl rfl))
  have h2 : hopping (-1) = !![1 / 2, 0; 0, -(1 / 2)] :=
    (hopping_eq (-1)).trans (if_pos (Or.inr rfl))
  rw [blochH, hc, h1, h2]
  ext i j
  fin_cases i <;> fin_cases j <;> simp <;> ring
```

### (g) The sorted band at even R

For every integer \(m\), show that
\[ c_{2m}[u]=\frac2\pi\,\frac{(-1)^{m+1}}{4m^2-1}. \]

Write \(P=P_{2m}\); (c) applies because \(2m\neq\pm1\). The cosine is non-positive on the outer intervals \([-\pi,-\pi/2]\) and \([\pi/2,\pi]\), so the integral is
\[ -[P(-\tfrac\pi2)-P(-\pi)]+[P(\tfrac\pi2)-P(-\tfrac\pi2)]-[P(\pi)-P(\tfrac\pi2)]=2[P(\tfrac\pi2)-P(-\tfrac\pi2)], \]
using \(P(\pi)=P(-\pi)\). As \(e^{\mp im\pi}=(-1)^m\), we have \(P(\pm\pi/2)=\pm(-1)^m/(1-4m^2)\). The integral is \(4(-1)^{m+1}/(4m^2-1)\); divide by \(2\pi\).

In the code, `hneg` treats the outer intervals, `h2` the inner one, `per` the zone edges, and `p1` and `p2` the crossings.

```lean
/-- The coefficient of the sorted upper band at `R = 2m` in closed form. -/
theorem upperBand_coeff_even (m : ℤ) :
    latticeCoeff (fun k => (upperBand k : ℂ)) (2 * m) =
      2 / (π : ℂ) * (-1) ^ (m + 1) / (4 * (m : ℂ) ^ 2 - 1) := by
  have hR : ¬(2 * m = 1 ∨ 2 * m = -1) := by omega
  have hp := Real.pi_pos
  have hpi : (π : ℂ) ≠ 0 := by exact_mod_cast Real.pi_ne_zero
  have hu : Continuous upperBand := Real.continuous_cos.abs
  have hi (a b : ℝ) : IntervalIntegrable (fun k : ℝ => (upperBand k : ℂ) *
      Complex.exp (-(I * ((2 * m : ℤ) : ℂ) * k))) MeasureTheory.volume a b :=
    Continuous.intervalIntegrable (by fun_prop) _ _
  -- the primitive takes equal values at the two zone edges
  have per : bandPrimitive (2 * m) π - bandPrimitive (2 * m) (-π) = 0 := by
    have h := latticeCoeff_cos (2 * m)
    rw [if_neg hR, latticeCoeff, integral_cos_phase _ hR] at h
    exact (mul_eq_zero.mp h).resolve_left
      (div_ne_zero one_ne_zero (mul_ne_zero two_ne_zero hpi))
  -- where the cosine is non-positive the sorted upper band is `-cos k`, so (c) gives its integral
  have hneg (a b : ℝ) (hab : a ≤ b) (hc : ∀ k ∈ Set.Icc a b, Real.cos k ≤ 0) :
      ∫ k in a..b, (upperBand k : ℂ) * Complex.exp (-(I * ((2 * m : ℤ) : ℂ) * k)) =
        -(bandPrimitive (2 * m) b - bandPrimitive (2 * m) a) := by
    rw [← integral_cos_phase _ hR, ← intervalIntegral.integral_neg]
    refine intervalIntegral.integral_congr fun k hk => ?_
    rw [Set.uIcc_of_le hab] at hk
    simp only [upperBand, abs_of_nonpos (hc k hk), Complex.ofReal_neg, neg_mul]
  have h1 := hneg (-π) (-(π / 2)) (by linarith) fun k hk => by
    rw [← Real.cos_neg]
    exact Real.cos_nonpos_of_pi_div_two_le_of_le (by linarith [hk.2]) (by linarith [hk.1])
  have h3 := hneg (π / 2) π (by linarith) fun k hk =>
    Real.cos_nonpos_of_pi_div_two_le_of_le hk.1 (by linarith [hk.2])
  have h2 : ∫ k in (-(π / 2))..(π / 2), (upperBand k : ℂ) *
      Complex.exp (-(I * ((2 * m : ℤ) : ℂ) * k)) =
        bandPrimitive (2 * m) (π / 2) - bandPrimitive (2 * m) (-(π / 2)) := by
    rw [← integral_cos_phase _ hR]
    refine intervalIntegral.integral_congr fun k hk => ?_
    rw [Set.uIcc_of_le (by linarith)] at hk
    simp only [upperBand, abs_of_nonneg (Real.cos_nonneg_of_mem_Icc hk)]
  have s1 := intervalIntegral.integral_add_adjacent_intervals
    (hi (-π) (-(π / 2))) (hi (-(π / 2)) (π / 2))
  have s2 := intervalIntegral.integral_add_adjacent_intervals (hi (-π) (π / 2)) (hi (π / 2) π)
  have total : ∫ k in (-π)..π, (upperBand k : ℂ) *
      Complex.exp (-(I * ((2 * m : ℤ) : ℂ) * k)) =
        2 * (bandPrimitive (2 * m) (π / 2) - bandPrimitive (2 * m) (-(π / 2))) := by
    linear_combination (-1) * s2 - s1 + h1 + h2 + h3 - per
  -- values of the primitive at the two crossings
  have p1 : bandPrimitive (2 * m) (π / 2) = (-1) ^ m / -(4 * (m : ℂ) ^ 2 - 1) := by
    have e : Complex.exp (-(I * ((2 * m : ℤ) : ℂ) * ((π / 2 : ℝ) : ℂ))) = (-1) ^ m := by
      rw [show -(I * ((2 * m : ℤ) : ℂ) * ((π / 2 : ℝ) : ℂ)) = (m : ℂ) * (-(π * I)) by
        push_cast; ring, Complex.exp_int_mul, Complex.exp_neg, Complex.exp_pi_mul_I]
      norm_num
    rw [bandPrimitive, e, ← Complex.ofReal_sin, ← Complex.ofReal_cos, Real.sin_pi_div_two,
      Real.cos_pi_div_two, show (1 : ℂ) - ((2 * m : ℤ) : ℂ) ^ 2 = -(4 * (m : ℂ) ^ 2 - 1) by
        push_cast; ring]
    simp
  have p2 : bandPrimitive (2 * m) (-(π / 2)) = -(-1) ^ m / -(4 * (m : ℂ) ^ 2 - 1) := by
    have e : Complex.exp (-(I * ((2 * m : ℤ) : ℂ) * ((-(π / 2) : ℝ) : ℂ))) = (-1) ^ m := by
      rw [show -(I * ((2 * m : ℤ) : ℂ) * ((-(π / 2) : ℝ) : ℂ)) = (m : ℂ) * (π * I) by
        push_cast; ring, Complex.exp_int_mul, Complex.exp_pi_mul_I]
    rw [bandPrimitive, e, ← Complex.ofReal_sin, ← Complex.ofReal_cos, Real.sin_neg,
      Real.cos_neg, Real.sin_pi_div_two, Real.cos_pi_div_two,
      show (1 : ℂ) - ((2 * m : ℤ) : ℂ) ^ 2 = -(4 * (m : ℂ) ^ 2 - 1) by push_cast; ring]
    simp
  rw [latticeCoeff, total, p1, p2, zpow_add₀ (by norm_num), zpow_one]
  generalize 4 * (m : ℂ) ^ 2 - 1 = D
  generalize (-1 : ℂ) ^ m = s
  ring
```

### (h) The sorted band at odd R

For odd \(R\), show that
\[ c_R[u]=0. \]

Shifting by \(\pi\) leaves \(|\cos k|\) unchanged, while \(e^{-iR(k-\pi)}=e^{-iRk}e^{iR\pi}=-e^{-iRk}\). Hence the integral over \([-\pi,0]\) is minus that over \([0,\pi]\), and they cancel. Without oddness this fails: \(c_0[u]=2/\pi\).

```lean
/-- The coefficients of the sorted upper band vanish at odd `R`. -/
theorem upperBand_coeff_odd (R : ℤ) (hR : Odd R) :
    latticeCoeff (fun k => (upperBand k : ℂ)) R = 0 := by
  have hu : Continuous upperBand := Real.continuous_cos.abs
  have hi (a b : ℝ) : IntervalIntegrable (fun k : ℝ => (upperBand k : ℂ) *
      Complex.exp (-(I * R * k))) MeasureTheory.volume a b :=
    Continuous.intervalIntegrable (by fun_prop) _ _
  -- a shift by half the zone reverses the sign of the phase factor, as `R` is odd
  have e (k : ℝ) : Complex.exp (-(I * R * ((k - π : ℝ) : ℂ))) =
      -Complex.exp (-(I * R * k)) := by
    rw [show -(I * R * ((k - π : ℝ) : ℂ)) = -(I * R * k) + R * (π * I) by push_cast; ring,
      Complex.exp_add, Complex.exp_int_mul, Complex.exp_pi_mul_I, hR.neg_one_zpow, mul_neg_one]
  have sh := intervalIntegral.integral_comp_sub_right (a := 0) (b := π)
    (fun k : ℝ => (upperBand k : ℂ) * Complex.exp (-(I * R * k))) π
  simp only [e, upperBand, Real.cos_sub_pi, abs_neg, mul_neg, intervalIntegral.integral_neg,
    zero_sub, sub_self] at sh
  have s := intervalIntegral.integral_add_adjacent_intervals (hi (-π) 0) (hi 0 π)
  simp only [upperBand] at s
  simp only [latticeCoeff, upperBand]
  rw [← s, ← sh, neg_add_cancel, mul_zero]
```

### (i) Rate of decay

For \(R=2m\) with \(m\neq0\), show that
\[ \frac{2}{\pi R^2}<|c_R[u]|\le\frac{8}{3\pi R^2}. \]

By (g), \(|c_R[u]|=(2/\pi)/(R^2-1)\). The lower bound follows from \(R^2-1<R^2\). The upper one follows from \(R^2\ge4\), which gives \(R^2-1\ge\tfrac34R^2\).

```lean
/-- At `R = 2m ≠ 0` the coefficient of the sorted upper band is bounded above and below
by constants times `1/R^2`. -/
theorem upperBand_coeff_decay (m : ℤ) (hm : m ≠ 0) :
    2 / π / (2 * (m : ℝ)) ^ 2 < ‖latticeCoeff (fun k => (upperBand k : ℂ)) (2 * m)‖ ∧
    ‖latticeCoeff (fun k => (upperBand k : ℂ)) (2 * m)‖ ≤
      8 / (3 * π) / (2 * (m : ℝ)) ^ 2 := by
  have hz : 0 < m ^ 2 := by positivity
  have h1 : (1 : ℝ) ≤ (m : ℝ) ^ 2 := by exact_mod_cast Int.add_one_le_iff.mpr hz
  have hD : 0 < 4 * (m : ℝ) ^ 2 - 1 := by linarith
  have hq : 0 < (2 * (m : ℝ)) ^ 2 := by nlinarith
  have hp : 0 < 2 / π := div_pos two_pos Real.pi_pos
  have hn : ‖latticeCoeff (fun k => (upperBand k : ℂ)) (2 * m)‖ =
      2 / π / (4 * (m : ℝ) ^ 2 - 1) := by
    rw [upperBand_coeff_even, show 2 / (π : ℂ) = ((2 / π : ℝ) : ℂ) by simp,
      show 4 * (m : ℂ) ^ 2 - 1 = ((4 * (m : ℝ) ^ 2 - 1 : ℝ) : ℂ) by simp,
      norm_div, norm_mul, norm_zpow, norm_neg, norm_one, one_zpow, mul_one,
      Complex.norm_real, Complex.norm_real, Real.norm_of_nonneg hp.le, Real.norm_of_nonneg hD.le]
  rw [hn]
  constructor
  · exact div_lt_div_of_pos_left hp hD (by nlinarith)
  · rw [show 8 / (3 * π) = 4 / 3 * (2 / π) by ring, div_le_div_iff₀ hD hq]
    nlinarith [mul_nonneg hp.le (sub_nonneg.mpr h1)]
```

### (j) The two supports

Show that
\[ \{R:H_R\neq0\}=\{1,-1\},\qquad \{R:c_R[u]\neq0\}=\{R:R\text{ even}\}. \]

The first set is read off from (e). For the second, odd \(R\) drop out by (h). At \(R=2m\) the numerator in (g) is nonzero, and \(4m^2-1\) is an odd integer, so it is nonzero too.

The false gap can be computed by hand: keeping only \(|R|\le2\) puts the upper band at \(2/\pi-4/(3\pi)=2/(3\pi)\) at \(k=\pi/2\), where it should be zero. The sorted lower band is \(-u(k)\), so it lands at \(-2/(3\pi)\), and the false gap there is \(4/(3\pi)\).

```lean
/-- The Bloch matrix has nonzero hoppings only at `R = 1` and `R = -1`, whereas the sorted upper
band has nonzero coefficients at exactly the even `R`. -/
theorem hopping_support_vs_sorted_band :
    {R : ℤ | hopping R ≠ 0} = {1, -1} ∧
    {R : ℤ | latticeCoeff (fun k => (upperBand k : ℂ)) R ≠ 0} = {R : ℤ | Even R} := by
  constructor
  · ext R
    simp only [Set.mem_ofPred_eq, Set.mem_insert_iff, Set.mem_singleton_iff]
    rw [hopping_eq]
    split_ifs with h
    · refine ⟨fun _ => h, fun _ h0 => ?_⟩
      have h00 := congrFun (congrFun h0 0) 0
      norm_num at h00
    · exact ⟨fun h0 => absurd rfl h0, fun h0 => absurd h0 h⟩
  · ext R
    simp only [Set.mem_ofPred_eq]
    constructor
    · intro h
      by_contra hE
      exact h (upperBand_coeff_odd R (Int.not_even_iff_odd.mp hE))
    · intro hE
      obtain ⟨m, rfl⟩ := even_iff_two_dvd.mp hE
      have hpi : (π : ℂ) ≠ 0 := by exact_mod_cast Real.pi_ne_zero
      have hz : 4 * m ^ 2 - 1 ≠ 0 := by omega
      have hD : 4 * (m : ℂ) ^ 2 - 1 ≠ 0 := by exact_mod_cast hz
      rw [upperBand_coeff_even]
      exact div_ne_zero (mul_ne_zero (div_ne_zero two_ne_zero hpi)
        (zpow_ne_zero _ (by norm_num))) hD

end

end WannierBandCrossing
```

```lean
#print axioms WannierBandCrossing.latticeCoeff_cos
#print axioms WannierBandCrossing.interpolation_exact
#print axioms WannierBandCrossing.upperBand_coeff_decay
#print axioms WannierBandCrossing.hopping_support_vs_sorted_band
```

```
'WannierBandCrossing.latticeCoeff_cos' depends on axioms: [propext, Classical.choice, Quot.sound]
'WannierBandCrossing.interpolation_exact' depends on axioms: [propext, Classical.choice, Quot.sound]
'WannierBandCrossing.upperBand_coeff_decay' depends on axioms: [propext, Classical.choice, Quot.sound]
'WannierBandCrossing.hopping_support_vs_sorted_band' depends on axioms: [propext, Classical.choice, Quot.sound]
```
